# A bound-state solution of the Cooper equation with Ω levels has energy at most twice the mean level energy minus gΩ

The lemma concerns the Cooper equation g ∑ 1/(2eₖ − E) = 1 for a single pair, with finitely many real levels eₖ, at least one of them, and the same coupling g for all. It states that any solution E lying below every free-pair energy 2eₖ satisfies E ≤ 2ē − gΩ, where Ω is the number of levels and ē their mean energy; that such a solution exists is not claimed. The proof takes the inequality 2a − a²/x ≤ x, valid for x > 0, at x = 2eₖ − E and a = gΩ, and sums it over the levels. The Cooper equation then gives the value of the sum of reciprocals, and rearranging should yield the bound.

The failing Lean file:

```lean
import Mathlib

open Set

namespace EnergyLeMean

noncomputable section

variable {ι : Type*} [Fintype ι]

/-- The pair sum `∑ 1 / (2 e_k - E)` over the levels `e_k`, for a pair energy `E` different
from every free-pair energy `2 e_k`. -/
def pairSum (e : ι → ℝ) (E : ℝ) : ℝ := ∑ k, 1 / (2 * e k - E)

/-- `E` is a bound-pair energy at coupling `g`: it lies below every free-pair energy `2 e_k`
and solves the Cooper equation `g ∑ 1 / (2 e_k - E) = 1`. -/
def IsBoundPair (e : ι → ℝ) (g E : ℝ) : Prop :=
  (∀ k, E < 2 * e k) ∧ g * pairSum e E = 1

/-- With `Ω ≥ 1` levels, the bound-pair energy is at most twice the mean level energy
minus `g Ω`. -/
theorem energy_le_mean [Nonempty ι] {e : ι → ℝ} {g E : ℝ} (h : IsBoundPair e g E) :
    E ≤ 2 * (∑ k, e k) / Fintype.card ι - g * Fintype.card ι := by
  have hΩ : (0 : ℝ) < (Fintype.card ι : ℝ) := by exact_mod_cast Fintype.card_pos
  -- tangent-line inequality `2 a - a² / x ≤ x` for `x > 0`
  have htan : ∀ a x : ℝ, 0 < x → 2 * a - a ^ 2 * (1 / x) ≤ x := by
    intro a x hx
    have h1 : x - (2 * a - a ^ 2 * (1 / x)) = (x - a) ^ 2 / x := by
      field_simp
      ring
    have h2 : 0 ≤ (x - a) ^ 2 / x := by positivity
    linarith
  -- sum it over the levels with `a = g Ω`
  have hsum := Finset.sum_le_sum (s := Finset.univ) (fun k _ =>
    htan (g * (Fintype.card ι : ℝ)) (2 * e k - E) (sub_pos.mpr (h.1 k)))
  rw [Finset.sum_sub_distrib, Finset.sum_sub_distrib, ← Finset.mul_sum, ← Finset.mul_sum,
    Finset.sum_const, Finset.sum_const, nsmul_eq_mul, nsmul_eq_mul,
    Finset.card_univ] at hsum
  have hroot : g * ∑ k, 1 / (2 * e k - E) = 1 := h.2
  have hsq : (g * (Fintype.card ι : ℝ)) ^ 2 * ∑ k, 1 / (2 * e k - E)
      = g * (Fintype.card ι : ℝ) ^ 2 := by
    linear_combination g * (Fintype.card ι : ℝ) ^ 2 * hroot
  rw [hsq] at hsum
  rw [le_sub_iff_add_le, le_div_iff₀ hΩ]
  nlinarith [hsum]

end

end EnergyLeMean
```

The compiler's answer:

```
Main.lean:43:6: error: Tactic `rewrite` failed: Did not find an occurrence of the pattern
  (g * ↑(Fintype.card ι)) ^ 2 * ∑ k, 1 / (2 * e k - E)
in the target expression
  2 * (g * (↑(Fintype.card ι) * ↑(Fintype.card ι))) - ∑ x, (g * ↑(Fintype.card ι)) ^ 2 * (1 / (2 * e x - E)) ≤
    ∑ x, 2 * e x - ↑(Fintype.card ι) * E

ι : Type u_1
inst✝¹ : Fintype ι
inst✝ : Nonempty ι
e : ι → ℝ
g E : ℝ
h : IsBoundPair e g E
hΩ : 0 < ↑(Fintype.card ι)
htan : ∀ (a x : ℝ), 0 < x → 2 * a - a ^ 2 * (1 / x) ≤ x
hsum :
  2 * (g * (↑(Fintype.card ι) * ↑(Fintype.card ι))) - ∑ x, (g * ↑(Fintype.card ι)) ^ 2 * (1 / (2 * e x - E)) ≤
    ∑ x, 2 * e x - ↑(Fintype.card ι) * E
hroot : g * ∑ k, 1 / (2 * e k - E) = 1
hsq : (g * ↑(Fintype.card ι)) ^ 2 * ∑ k, 1 / (2 * e k - E) = g * ↑(Fintype.card ι) ^ 2
⊢ E ≤ (2 * ∑ k, e k) / ↑(Fintype.card ι) - g * ↑(Fintype.card ι)
```

The error says that `rw [hsq] at hsum` found no product of `(g * ↑(Fintype.card ι)) ^ 2` with a sum. In `hsum` that factor is still inside the sum.

The two uses of `← Finset.mul_sum` were meant to take it out, and to take the 2 out of `∑ x, 2 * e x`. But the lemma also fits a sum whose terms don't depend on the index, and the first sum in `hsum` was of that kind, with the constant term `2 * (g * ↑(Fintype.card ι))`. The first use took the 2 out of it and the second took out `g`, which is why the message shows `2 * (g * (↑(Fintype.card ι) * ↑(Fintype.card ι)))`. The two sums that mattered were left as they were.

The repair uses the same lemmas in another order. `Finset.sum_const`, `nsmul_eq_mul` and `Finset.card_univ` now come first and turn the constant sums into products. Only the two intended sums are then left for `← Finset.mul_sum`, and `hsum` contains the expression that `hsq` rewrites.

The change, after which it compiles:

```diff
@@ -34,7 +34,7 @@
   have hsum := Finset.sum_le_sum (s := Finset.univ) (fun k _ =>
     htan (g * (Fintype.card ι : ℝ)) (2 * e k - E) (sub_pos.mpr (h.1 k)))
-  rw [Finset.sum_sub_distrib, Finset.sum_sub_distrib, ← Finset.mul_sum, ← Finset.mul_sum,
-    Finset.sum_const, Finset.sum_const, nsmul_eq_mul, nsmul_eq_mul,
-    Finset.card_univ] at hsum
+  rw [Finset.sum_sub_distrib, Finset.sum_sub_distrib, Finset.sum_const, Finset.sum_const,
+    nsmul_eq_mul, nsmul_eq_mul, Finset.card_univ, ← Finset.mul_sum,
+    ← Finset.mul_sum] at hsum
   have hroot : g * ∑ k, 1 / (2 * e k - E) = 1 := h.2
   have hsq : (g * (Fintype.card ι : ℝ)) ^ 2 * ∑ k, 1 / (2 * e k - E)
```
